# For a neutral slab of fixed charge sheets, the periodic potential step from cell centre to cell edge gives the mean work function

Let a neutral set of charge sheets lie within $|z|\le L/2$ and be repeated with period $L$. The periodic potential at $L/2$ minus that at $0$ equals the average of the two vacuum levels of the isolated slab minus the isolated potential at $0$. If the Fermi level is fixed relative to the potential at $0$, the work function read at $L/2$ without a dipole correction is therefore the mean of the work functions of the two faces. The plane $L/2$ is the middle of the vacuum when the slab is centred in the cell.

For periodic electronic-structure calculations of asymmetric slabs, this identifies what an uncorrected reading at $L/2$ means, within a model of finitely many rigid sheets that do not respond to the artificial field.

## Sheets, kernels and potentials

The sheets are labelled by $i$ in a finite set `ι`. Sheet $i$ has charge per area $s_i$ and height $z_i$, which are the functions `s` and `z` in the code. All quantities are real, and the units are those in which Poisson's equation reads $V''=-4\pi\rho$.

In Lean 4 with Mathlib:

```lean
import Mathlib

open Filter Topology Real

namespace SlabMeanWorkFunction

noncomputable section

variable {ι : Type*} [Fintype ι] {s z : ι → ℝ} {L : ℝ}
```

An isolated unit sheet has the potential $-2\pi|z|$. For the repeated sheet, reduce the height to $u\in[0,L)$ by subtracting a whole number of periods, and set

$$K_L(z)=-2\pi\left(u-\frac{u^2}{L}\right),\qquad u=L\,\operatorname{frac}(z/L).$$

The quadratic term is the potential of a uniform compensating background, which cancels when the sheets are neutral together.

```lean
/-- The potential at height `z` of a unit charge sheet repeated with period `L > 0`,
written with the height reduced to one cell. -/
def periodicKernel (L z : ℝ) : ℝ :=
  -2 * π * (L * Int.fract (z / L) - (L * Int.fract (z / L)) ^ 2 / L)
```

The dipole moment per area is $m=\sum_i s_iz_i$.

```lean
/-- The dipole moment per area of sheets `s i` at heights `z i`. -/
def dipole (s z : ι → ℝ) : ℝ := ∑ i, s i * z i
```

The isolated potential is $V_{\rm iso}(x)=-2\pi\sum_i s_i|x-z_i|$.

```lean
/-- The potential at height `x` of the isolated slab, with kernel `-2π|z|`. -/
def isolatedPotential (s z : ι → ℝ) (x : ℝ) : ℝ :=
  ∑ i, s i * (-2 * π * |x - z i|)
```

The periodic potential is $V_{\rm per}(x)=\sum_i s_iK_L(x-z_i)$.

```lean
/-- The potential at height `x` of the slab repeated with period `L > 0`. -/
def periodicPotential (L : ℝ) (s z : ι → ℝ) (x : ℝ) : ℝ :=
  ∑ i, s i * periodicKernel L (x - z i)
```

An electron has charge $-1$, so its energy at the vacuum potential $V_{\rm vac}$ is $-V_{\rm vac}$. The Fermi level is placed at $-V_{\rm ref}+\varepsilon$, where $V_{\rm ref}$ is the potential at a reference plane. The work function is then

$$W=-V_{\rm vac}-(-V_{\rm ref}+\varepsilon).$$

The number $\varepsilon$ stands for the position of the Fermi level above the electron's potential energy at that plane. It is an input, and the same value will be used for the isolated and the repeated slab. In a real material it would come from the electronic structure, and the artificial field could change it.

```lean
/-- The energy of an electron (charge `-1`) at the vacuum potential `Vvac`, minus the Fermi
level, which lies `ε` above the electron's potential energy at a plane of potential `Vref`. -/
def workFunction (Vvac Vref ε : ℝ) : ℝ := -Vvac - (-Vref + ε)
```

## The kernel over two cells

Adding $L$ to the height adds $1$ to $z/L$, which leaves the fractional part unchanged. Hence $K_L(x+L)=K_L(x)$.

```lean
/-- The periodic kernel has period `L`, for `L > 0`. -/
theorem periodicKernel_add_period (hL : 0 < L) (x : ℝ) :
    periodicKernel L (x + L) = periodicKernel L x := by
  have h : (x + L) / L = x / L + 1 := by rw [add_div, div_self hL.ne']
  unfold periodicKernel
  rw [h, Int.fract_add_one]
```

Two points of the same cell can be up to $L$ apart, so the kernel is needed for $-L\le x\le L$. There it has the closed form

$$K_L(x)=-2\pi\left(|x|-\frac{x^2}{L}\right).$$

For $0\le x<L$ this is immediate, since $u=x$. At $x=L$ we have $u=0$, and both sides vanish. For $-L\le x<0$ we have $u=x+L$, and

$$u-\frac{u^2}{L}=x+L-\frac{x^2+2xL+L^2}{L}=-x-\frac{x^2}{L}=|x|-\frac{x^2}{L}.$$

```lean
/-- For `L > 0` and heights `|x| ≤ L` the periodic kernel is `-2π(|x| - x²/L)`. -/
theorem periodicKernel_eq (hL : 0 < L) {x : ℝ} (hx : |x| ≤ L) :
    periodicKernel L x = -2 * π * (|x| - x ^ 2 / L) := by
  have hLL : L * L⁻¹ = 1 := mul_inv_cancel₀ hL.ne'
  have e : L * (x / L) = x := by field_simp
  obtain ⟨hl, hr⟩ := abs_le.1 hx
  unfold periodicKernel
  rcases lt_or_ge x 0 with h0 | h0
  · -- below the sheet the height is shifted up by one period
    have h1 : -1 ≤ x / L := by
      rw [le_div_iff₀ hL]
      linarith
    have h2 : x / L < 0 := div_neg_of_neg_of_pos h0 hL
    have hf : Int.fract (x / L) = x / L + 1 :=
      Int.fract_eq_iff.2 ⟨by linarith, by linarith, -1, by push_cast; ring⟩
    rw [hf, mul_add, e, abs_of_neg h0]
    linear_combination 2 * π * (2 * x + L) * hLL
  · rcases lt_or_eq_of_le hr with h1 | h1
    · have hf : Int.fract (x / L) = x / L :=
        Int.fract_eq_self.2 ⟨div_nonneg h0 hL.le, (div_lt_one hL).2 h1⟩
      rw [hf, e, abs_of_nonneg h0]
    · rw [h1, div_self hL.ne', Int.fract_one, abs_of_pos hL]
      linear_combination -2 * π * L * hLL
```

The device that links the periodic definition to this formula is Mathlib's `Int.fract`. It makes the kernel a function on the whole line, so periodicity is a theorem about it and not an instruction for extending a formula. To evaluate it below the sheet, the proof uses `Int.fract_eq_iff`: a number $b$ is the fractional part of $a$ exactly when $0\le b<1$ and $a-b$ is an integer. Here $a=x/L$, $b=x/L+1$ and the integer is $-1$, which is the third entry supplied in the code. The two inequalities are the bounds $-L\le x<0$ divided by $L$. The `linear_combination` steps then do the algebra above, with `hLL` supplying $L\cdot L^{-1}=1$.

## Vacuum levels of the isolated slab

If $x$ is to the right of every sheet, then $|x-z_i|=x-z_i$, and

$$V_{\rm iso}(x)=-2\pi x\sum_i s_i+2\pi\sum_i s_iz_i=2\pi m,$$

because $\sum_i s_i=0$. This neutrality condition is the hypothesis `h0`.

```lean
/-- To the right of all sheets of a neutral slab the isolated potential is `2π` times
the dipole moment. -/
theorem isolatedPotential_right (h0 : ∑ i, s i = 0) {x : ℝ} (hx : ∀ i, z i ≤ x) :
    isolatedPotential s z x = 2 * π * dipole s z := by
  have h : isolatedPotential s z x = -2 * π * x * ∑ i, s i + 2 * π * dipole s z := by
    unfold isolatedPotential dipole
    rw [Finset.mul_sum, Finset.mul_sum, ← Finset.sum_add_distrib]
    refine Finset.sum_congr rfl fun i _ => ?_
    rw [abs_of_nonneg (sub_nonneg.2 (hx i))]
    ring
  rw [h, h0]
  ring
```

To the left of every sheet, $|x-z_i|=z_i-x$, so

$$V_{\rm iso}(x)=2\pi x\sum_i s_i-2\pi m=-2\pi m.$$

The potential is thus constant beyond the sheets on either side, and its limits at $+\infty$ and $-\infty$ are $2\pi m$ and $-2\pi m$. In the code, `Tendsto` expresses these limits. Since there are finitely many sheets, `eventually_all` shows that a sufficiently distant plane lies beyond all of them.

```lean
/-- The isolated potential of a neutral slab tends to the vacuum levels `2πm` far to the
right and `-2πm` far to the left, where `m` is the dipole moment. -/
theorem vacuum_levels (h0 : ∑ i, s i = 0) :
    Tendsto (isolatedPotential s z) atTop (𝓝 (2 * π * dipole s z)) ∧
      Tendsto (isolatedPotential s z) atBot (𝓝 (-(2 * π * dipole s z))) := by
  constructor
  · have hev : ∀ᶠ x in atTop, ∀ i, z i ≤ x :=
      eventually_all.2 fun i => eventually_ge_atTop (z i)
    refine tendsto_const_nhds.congr' ?_
    filter_upwards [hev] with x hx
    exact (isolatedPotential_right h0 hx).symm
  · have hev : ∀ᶠ x in atBot, ∀ i, x ≤ z i :=
      eventually_all.2 fun i => eventually_le_atBot (z i)
    refine tendsto_const_nhds.congr' ?_
    filter_upwards [hev] with x hx
    have h : isolatedPotential s z x = 2 * π * x * ∑ i, s i - 2 * π * dipole s z := by
      unfold isolatedPotential dipole
      rw [Finset.mul_sum, Finset.mul_sum, ← Finset.sum_sub_distrib]
      refine Finset.sum_congr rfl fun i _ => ?_
      rw [abs_of_nonpos (sub_nonpos.2 (hx i))]
      ring
    rw [h, h0]
    ring
```

## The ramp added by periodicity

Take $|x|\le L/2$ and $|z_i|\le L/2$. Then $|x-z_i|\le L$, the closed form applies, and expanding the square gives

$$K_L(x-z_i)=-2\pi|x-z_i|+\frac{2\pi}{L}\left(x^2-2xz_i+z_i^2\right).$$

Multiply by $s_i$ and sum. Neutrality removes the term in $x^2$, leaving

$$V_{\rm per}(x)=V_{\rm iso}(x)-\frac{4\pi m}{L}x+\frac{2\pi}{L}\sum_i s_iz_i^2.$$

The repeated slab therefore has a linear ramp proportional to its dipole. The proof compares the two sides sheet by sheet with `Finset.sum_congr`, and uses `h0` only at the end.

```lean
/-- Within the cell `|x| ≤ L/2`, the periodic potential of a neutral slab with sheets at
`|z i| ≤ L/2` is the isolated one plus a linear ramp set by the dipole and a constant. -/
theorem periodicPotential_eq (hL : 0 < L) (h0 : ∑ i, s i = 0)
    (hz : ∀ i, |z i| ≤ L / 2) {x : ℝ} (hx : |x| ≤ L / 2) :
    periodicPotential L s z x = isolatedPotential s z x
      - 4 * π * x / L * dipole s z + 2 * π / L * ∑ i, s i * z i ^ 2 := by
  have h : periodicPotential L s z x = isolatedPotential s z x
      + 2 * π * x ^ 2 / L * ∑ i, s i
      - 4 * π * x / L * dipole s z + 2 * π / L * ∑ i, s i * z i ^ 2 := by
    unfold periodicPotential isolatedPotential dipole
    rw [Finset.mul_sum, Finset.mul_sum, Finset.mul_sum, ← Finset.sum_add_distrib,
      ← Finset.sum_sub_distrib, ← Finset.sum_add_distrib]
    refine Finset.sum_congr rfl fun i _ => ?_
    have hi : |x - z i| ≤ L := by
      obtain ⟨a, b⟩ := abs_le.1 hx
      obtain ⟨c, d⟩ := abs_le.1 (hz i)
      exact abs_le.2 ⟨by linarith, by linarith⟩
    rw [periodicKernel_eq hL hi]
    ring
  rw [h, h0]
  ring
```

## Reading the potential at a vacuum plane

Let $V_R$ and $V_L$ be the right and left vacuum levels, `VR` and `VL` in the code. They enter as any real numbers to which the isolated potential tends. Uniqueness of limits, `tendsto_nhds_unique`, identifies them with $2\pi m$ and $-2\pi m$, so their average is zero in this gauge.

For a plane $x$ in the cell to the right of all sheets, subtract the ramp formula at $0$ from that at $x$. The constant cancels, and

$$\begin{aligned}
V_{\rm per}(x)-V_{\rm per}(0)
&=2\pi m-\frac{4\pi m}{L}x-V_{\rm iso}(0)\\
&=\frac{V_R+V_L}{2}-V_{\rm iso}(0)+2\pi m\left(1-\frac{2x}{L}\right).
\end{aligned}$$

The last term is the error made by taking the reading for the mean level.

```lean
/-- For a neutral slab in the cell, the periodic potential at a plane `x` of the cell to the
right of all sheets, minus that at `0`, is the mean vacuum level `(VR + VL)/2` minus the
isolated potential at `0`, plus an error `2πm(1 - 2x/L)` with `m` the dipole moment. -/
theorem vacuum_plane_step (hL : 0 < L) (h0 : ∑ i, s i = 0) (hz : ∀ i, |z i| ≤ L / 2)
    {VR VL : ℝ} (hR : Tendsto (isolatedPotential s z) atTop (𝓝 VR))
    (hV : Tendsto (isolatedPotential s z) atBot (𝓝 VL))
    {x : ℝ} (hx : |x| ≤ L / 2) (hzx : ∀ i, z i ≤ x) :
    periodicPotential L s z x - periodicPotential L s z 0 =
      (VR + VL) / 2 - isolatedPotential s z 0
        + 2 * π * dipole s z * (1 - 2 * x / L) := by
  have hc : |(0 : ℝ)| ≤ L / 2 := by
    rw [abs_zero]
    linarith
  rw [tendsto_nhds_unique hR (vacuum_levels h0).1,
    tendsto_nhds_unique hV (vacuum_levels h0).2,
    periodicPotential_eq hL h0 hz hx, periodicPotential_eq hL h0 hz hc,
    isolatedPotential_right h0 hzx]
  ring
```

At $x=L/2$ the bracket is $1-1=0$, and the step is exactly the mean:

$$V_{\rm per}(L/2)-V_{\rm per}(0)=\frac{V_R+V_L}{2}-V_{\rm iso}(0).$$

The condition $|z_i|\le L/2$ already places every sheet at or to the left of this plane. It allows a sheet on the cell edge itself, where the identity still holds although the plane is then not in vacuum.

```lean
/-- For a neutral slab with sheets at `|z i| ≤ L/2`, the periodic potential at `L/2` minus
that at `0` is the average of the two isolated vacuum levels minus the isolated potential
at `0`. -/
theorem midvacuum_step_eq_mean (hL : 0 < L) (h0 : ∑ i, s i = 0)
    (hz : ∀ i, |z i| ≤ L / 2) {VR VL : ℝ}
    (hR : Tendsto (isolatedPotential s z) atTop (𝓝 VR))
    (hV : Tendsto (isolatedPotential s z) atBot (𝓝 VL)) :
    periodicPotential L s z (L / 2) - periodicPotential L s z 0 =
      (VR + VL) / 2 - isolatedPotential s z 0 := by
  have hx : |L / 2| ≤ L / 2 := (abs_of_pos (half_pos hL)).le
  have e : 2 * (L / 2) / L = 1 := by
    rw [mul_div_cancel₀ L two_ne_zero, div_self hL.ne']
  -- the dipole error vanishes half a period away from the reference plane
  rw [vacuum_plane_step hL h0 hz hR hV hx fun i => (abs_le.1 (hz i)).2, e]
  ring
```

Conversely, suppose that a plane $x$ in the cell, to the right of all sheets, gives the mean level. Then $2\pi m(1-2x/L)=0$, so $m=0$ or $x=L/2$. A slab with a dipole thus gives the mean at only one such plane, while a slab without one gives it at all of them. In the code, `mul_eq_zero` splits the product into these two cases.

```lean
/-- For a neutral slab in the cell, a plane `x` of the cell to the right of all sheets gives
the mean vacuum level relative to `0` exactly when the dipole vanishes or `x = L/2`. -/
theorem mean_level_iff (hL : 0 < L) (h0 : ∑ i, s i = 0) (hz : ∀ i, |z i| ≤ L / 2)
    {VR VL : ℝ} (hR : Tendsto (isolatedPotential s z) atTop (𝓝 VR))
    (hV : Tendsto (isolatedPotential s z) atBot (𝓝 VL))
    {x : ℝ} (hx : |x| ≤ L / 2) (hzx : ∀ i, z i ≤ x) :
    periodicPotential L s z x - periodicPotential L s z 0 =
      (VR + VL) / 2 - isolatedPotential s z 0 ↔ dipole s z = 0 ∨ x = L / 2 := by
  constructor
  · intro h
    rw [vacuum_plane_step hL h0 hz hR hV hx hzx] at h
    have hp : 2 * π * dipole s z * (1 - 2 * x / L) = 0 := by linarith
    rcases mul_eq_zero.1 hp with h1 | h1
    · exact Or.inl ((mul_eq_zero.1 h1).resolve_left (by positivity))
    · right
      have h2 : 2 * x / L = 1 := by linarith
      rw [div_eq_iff hL.ne'] at h2
      linarith
  · rintro (h | h)
    · rw [vacuum_plane_step hL h0 hz hR hV hx hzx, h]
      ring
    · rw [h]
      exact midvacuum_step_eq_mean hL h0 hz hR hV
```

## Work functions of the two faces

Insert the potential step into the definition of the work function:

$$\begin{aligned}
W_{\rm per}&=-\bigl(V_{\rm per}(L/2)-V_{\rm per}(0)\bigr)-\varepsilon\\
&=-\frac{V_R+V_L}{2}+V_{\rm iso}(0)-\varepsilon=\frac{W_R+W_L}{2}.
\end{aligned}$$

Here $W_R$ and $W_L$ are the work functions of the right and left faces of the isolated slab, with the same $\varepsilon$. Their difference is

$$W_L-W_R=V_R-V_L=4\pi m.$$

A positive dipole therefore lowers the work function of the right face relative to the left. The final theorem states both equations for every real `ε`: the first follows linearly from the potential step, and the second from the values of the two limits.

```lean
/-- For a neutral slab with sheets at `|z i| ≤ L/2` and a Fermi level fixed relative to the
potential at `0`, the uncorrected work function read at `L/2` is the mean of the work
functions of the two faces, which differ by `4π` times the dipole moment. -/
theorem uncorrected_workFunction (hL : 0 < L) (h0 : ∑ i, s i = 0)
    (hz : ∀ i, |z i| ≤ L / 2) {VR VL : ℝ}
    (hR : Tendsto (isolatedPotential s z) atTop (𝓝 VR))
    (hV : Tendsto (isolatedPotential s z) atBot (𝓝 VL)) (ε : ℝ) :
    workFunction (periodicPotential L s z (L / 2)) (periodicPotential L s z 0) ε =
        (workFunction VR (isolatedPotential s z 0) ε
          + workFunction VL (isolatedPotential s z 0) ε) / 2 ∧
      workFunction VL (isolatedPotential s z 0) ε
        - workFunction VR (isolatedPotential s z 0) ε = 4 * π * dipole s z := by
  have h := midvacuum_step_eq_mean hL h0 hz hR hV
  have h1 := tendsto_nhds_unique hR (vacuum_levels h0).1
  have h2 := tendsto_nhds_unique hV (vacuum_levels h0).2
  unfold workFunction
  constructor
  · linarith
  · rw [h1, h2]
    ring

end

end SlabMeanWorkFunction
```

```lean
#print axioms SlabMeanWorkFunction.periodicKernel_add_period
#print axioms SlabMeanWorkFunction.mean_level_iff
#print axioms SlabMeanWorkFunction.uncorrected_workFunction
```

```
'SlabMeanWorkFunction.periodicKernel_add_period' depends on axioms: [propext, Classical.choice, Quot.sound]
'SlabMeanWorkFunction.mean_level_iff' depends on axioms: [propext, Classical.choice, Quot.sound]
'SlabMeanWorkFunction.uncorrected_workFunction' depends on axioms: [propext, Classical.choice, Quot.sound]
```
